# A coupled quantum mode makes the Marcus–Levich–Jortner rate higher beyond the classical reorganisation energy λ than equally far below it

Let z = −ΔG be the driving force of an electron-transfer reaction and λ the reorganisation energy of the classical modes, mostly solvent. Let w = ħω be the quantum of one high-frequency vibration and S its Huang–Rhys factor. Thermal motion of the classical modes broadens each vibrational channel into a Gaussian of variance v, with v = 2λk_BT in Marcus theory. Up to a prefactor that does not depend on z, the Marcus–Levich–Jortner rate is

K(z) = Σₙ pₙ exp(−(z − λ − nw)²/(2v)), with pₙ = e^(−S) Sⁿ/n! and n = 0, 1, 2, …

Without the vibration this is the Marcus Gaussian, symmetric about z = λ. In my plots with the vibration, the inverted side always falls off more slowly than the normal side rises. Is that true for all parameters, or only for the ones I tried? And since the vibration also moves the whole profile to higher z, am I perhaps just looking at a shifted Gaussian?

## The asymmetry holds for all S, w, v > 0

It is true for all parameters, if the two sides are compared at equal distances from λ: for every y > 0, K(λ + y) > K(λ − y). The ratio of the two rates also increases strictly with y. It is not just a shift either, because the ratio eventually outgrows that of any single Gaussian.

Here "inverted side" means z > λ, which is the inverted region of the classical modes alone. With the vibration present, K is still rising at z = λ: the channel n = 0 has its maximum there, and all the others are still growing.

### Splitting off the classical Gaussian

Put z = λ + y and expand the square in the n-th exponent:

−(y − nw)²/(2v) = −y²/(2v) + (2nwy − (nw)²)/(2v).

The first term does not depend on n, so it comes out of the sum:

K(λ + y) = exp(−y²/(2v)) G(y),

G(y) = Σₙ pₙ exp((2nwy − (nw)²)/(2v)).

Both series converge. Each Gaussian in K is at most 1 and the weights pₙ are summable; the terms of G are those of K(λ + y) multiplied by the fixed number exp(y²/(2v)).

The factor G carries the whole effect of the vibration. Its n-th exponent is linear in y with slope nw/v. The channel n = 0 is constant, and every other channel grows with y. Since p₁ = S e^(−S) > 0, the one-quantum channel alone is enough to make G strictly increasing.

The classical Gaussian has the same value at y and at −y. For y > 0 we have G(−y) < G(y), and therefore K(λ − y) < K(λ + y).

In the ratio the Gaussian cancels:

K(λ + y)/K(λ − y) = G(y)/G(−y).

As y increases, the numerator rises and the denominator falls, and both are positive, so the ratio increases strictly. This is the sense in which the inverted side decays more slowly.

### More than a shifted Gaussian

For y ≥ 0, every exponent in G(−y) is −(2nwy + (nw)²)/(2v) ≤ 0. Since Σₙ pₙ = 1, this gives G(−y) ≤ 1. On the other side, G(y) is at least as large as any one of its terms. Hence, for every n,

K(λ + y)/K(λ − y) ≥ pₙ exp((2nwy − (nw)²)/(2v)).

Compare this with a single Gaussian of variance u centred at λ + δ. Its ratio at the same two points is exp(2δy/u), an exponential with one fixed rate. With S, w > 0 you can choose n so large that nw/v exceeds 2δ/u, and for large enough y the vibronic ratio is then the larger one. This comparison is a short consequence of the bound and has no theorem of its own below.

The turnover cannot come before λ. If z < z′ ≤ λ, then z′ is closer than z to every centre λ + nw, so every Gaussian is larger at z′, and K(z) < K(z′).

Finally, at S = 0 only the channel n = 0 survives and K(λ + y) = K(λ − y). The strict inequality therefore fails if S > 0 is relaxed to S ≥ 0.

### What the Lean statements say

In the file, `weight S n` is pₙ, `rate S w v lam z` is K(z) and `enhancement S w v y` is G(y). The name `lam` stands for λ, and `w` is an energy, not an angular frequency. All parameters are real numbers: `S` is dimensionless, `w`, `lam`, `z` and `y` are in one common energy unit, and `v` is in that unit squared. The infinite sum `∑'` returns 0 for a divergent series, so `summable_rate` is needed to know that `rate` is the intended sum; it proves convergence for S ≥ 0 and v > 0.

The main theorem, `normal_lt_inverted`, assumes that S, w, v and y are positive and concludes K(λ − y) < K(λ + y) for every real λ. The other statements are:

- `rate_eq_gaussian_mul` is the factorisation into the classical Gaussian and G.
- `enhancement_strictMono` says that G is strictly increasing on the whole real line when S, w, v > 0.
- `ratio_eq` and `ratio_strictMono` give the ratio as G(y)/G(−y) and its strict growth, again for all real y.
- `ratio_lower_bound` is the bound for each n, with S, w, y ≥ 0 and v > 0.
- `rate_strictMonoOn` says that K is strictly increasing on `Set.Iic lam`, the half-line z ≤ λ, when S, w ≥ 0 and v > 0. It does not locate the maximum.
- `symmetric_of_uncoupled` is the symmetry at S = 0.

The condition v > 0 stands for a finite temperature and a non-zero coupling to the classical modes. The relation v = 2λk_BT is not imposed: v and λ are independent in the theorems, so the Marcus value is a special case.

The step from these theorems to a measured rate is the assumption that the reaction follows this formula. That means non-adiabatic transfer in the golden-rule limit, with an electronic coupling that does not depend on the nuclear positions, classical modes that give Gaussian broadening and one quantum harmonic mode that is displaced without a change of frequency and starts in its ground state. Comparing rates at two driving forces also assumes that λ, S, w, v and the prefactor are the same at both. Within that one-mode model, the result tells you that a computed rate profile with K(λ + y) ≤ K(λ − y) at some y > 0 points to an error in the evaluation.

```lean
import Mathlib

open Real

namespace InvertedRegionAsymmetry

noncomputable section

/-- The Franck-Condon weight `exp(-S) S^n / n!` for exciting `n` vibrational quanta
at Huang-Rhys factor `S`. -/
def weight (S : ℝ) (n : ℕ) : ℝ := exp (-S) * (S ^ n / (n.factorial : ℝ))

/-- The rate profile at driving force `z`: a sum of Gaussians of variance `v > 0`, centred at
`lam + n w` and weighted by the Franck-Condon factors. -/
def rate (S w v lam z : ℝ) : ℝ :=
  ∑' n : ℕ, weight S n * exp (-(z - lam - n * w) ^ 2 / (2 * v))

/-- The vibronic enhancement at displacement `y` from `lam`: the factor by which the quantum
mode multiplies the Gaussian `exp(-y^2/(2v))`, for `v > 0`. -/
def enhancement (S w v y : ℝ) : ℝ :=
  ∑' n : ℕ, weight S n * exp ((2 * n * w * y - (n * w) ^ 2) / (2 * v))

private lemma weight_nonneg {S : ℝ} (hS : 0 ≤ S) (n : ℕ) : 0 ≤ weight S n := by
  unfold weight
  positivity

private lemma weight_zero_pos (S : ℝ) : 0 < weight S 0 := by
  simp [weight, Real.exp_pos]

private lemma summable_weight (S : ℝ) : Summable (weight S) :=
  (Real.summable_pow_div_factorial S).mul_left (exp (-S))

private lemma term_factor (S w v lam y : ℝ) (n : ℕ) :
    weight S n * exp (-(lam + y - lam - n * w) ^ 2 / (2 * v)) =
      exp (-y ^ 2 / (2 * v)) *
        (weight S n * exp ((2 * n * w * y - (n * w) ^ 2) / (2 * v))) := by
  have h : -(lam + y - lam - n * w) ^ 2 / (2 * v) =
      -y ^ 2 / (2 * v) + (2 * n * w * y - (n * w) ^ 2) / (2 * v) := by ring
  rw [h, Real.exp_add]
  ring

/-- The sum over vibrational channels converges at every driving force,
for `S ≥ 0` and `v > 0`. -/
theorem summable_rate {S v : ℝ} (hS : 0 ≤ S) (hv : 0 < v) (w lam z : ℝ) :
    Summable fun n : ℕ => weight S n * exp (-(z - lam - n * w) ^ 2 / (2 * v)) := by
  refine Summable.of_nonneg_of_le
    (fun n => mul_nonneg (weight_nonneg hS n) (Real.exp_pos _).le) (fun n => ?_)
    (summable_weight S)
  -- each Gaussian is at most one
  exact mul_le_of_le_one_right (weight_nonneg hS n) (Real.exp_le_one_iff.2
    (div_nonpos_of_nonpos_of_nonneg (neg_nonpos.2 (sq_nonneg _)) (by positivity)))

private lemma summable_enhancement {S v : ℝ} (hS : 0 ≤ S) (hv : 0 < v) (w y : ℝ) :
    Summable fun n : ℕ =>
      weight S n * exp ((2 * n * w * y - (n * w) ^ 2) / (2 * v)) := by
  have h := summable_rate hS hv w 0 (0 + y)
  simp only [term_factor] at h
  exact (summable_mul_left_iff (Real.exp_ne_zero _)).1 h

private lemma enhancement_pos {S v : ℝ} (hS : 0 ≤ S) (hv : 0 < v) (w y : ℝ) :
    0 < enhancement S w v y :=
  (summable_enhancement hS hv w y).tsum_pos
    (fun n => mul_nonneg (weight_nonneg hS n) (Real.exp_pos _).le) 0
    (mul_pos (weight_zero_pos S) (Real.exp_pos _))

/-- The rate at displacement `y` from `lam` is the Gaussian of the classical modes times the
vibronic enhancement. -/
theorem rate_eq_gaussian_mul (S w v lam y : ℝ) :
    rate S w v lam (lam + y) = exp (-y ^ 2 / (2 * v)) * enhancement S w v y := by
  unfold rate enhancement
  rw [← tsum_mul_left]
  exact tsum_congr fun n => term_factor S w v lam y n

/-- For `S, w, v > 0` the vibronic enhancement grows strictly with the displacement. -/
theorem enhancement_strictMono {S w v : ℝ} (hS : 0 < S) (hw : 0 < w) (hv : 0 < v) :
    StrictMono (enhancement S w v) := by
  intro y y' h
  have hle : y ≤ y' := h.le
  have h1 : 0 < weight S 1 := by
    unfold weight
    positivity
  -- the one-quantum channel makes the inequality strict
  refine Summable.tsum_lt_tsum (i := 1) (fun n => ?_) ?_
    (summable_enhancement hS.le hv w y) (summable_enhancement hS.le hv w y')
  · exact mul_le_mul_of_nonneg_left (Real.exp_le_exp.2 (by gcongr)) (weight_nonneg hS.le n)
  · exact mul_lt_mul_of_pos_left (Real.exp_lt_exp.2 (by gcongr)) h1

/-- For `S, w, v > 0`, the rate at a distance `y > 0` beyond `lam` (inverted side) exceeds the
rate at the same distance before it (normal side). -/
theorem normal_lt_inverted {S w v y : ℝ} (hS : 0 < S) (hw : 0 < w) (hv : 0 < v)
    (hy : 0 < y) (lam : ℝ) :
    rate S w v lam (lam - y) < rate S w v lam (lam + y) := by
  rw [sub_eq_add_neg, rate_eq_gaussian_mul, rate_eq_gaussian_mul, neg_sq]
  exact mul_lt_mul_of_pos_left
    (enhancement_strictMono hS hw hv (by linarith)) (Real.exp_pos _)

/-- The ratio of the rates at equal distances on the two sides of `lam` is a ratio of vibronic
enhancements; the Gaussian of the classical modes cancels. -/
theorem ratio_eq (S w v lam y : ℝ) :
    rate S w v lam (lam + y) / rate S w v lam (lam - y) =
      enhancement S w v y / enhancement S w v (-y) := by
  rw [sub_eq_add_neg, rate_eq_gaussian_mul, rate_eq_gaussian_mul, neg_sq,
    mul_div_mul_left _ _ (Real.exp_ne_zero _)]

/-- For `S, w, v > 0`, the ratio of the rate at `lam + y` to the rate at `lam - y` increases
strictly with `y`. -/
theorem ratio_strictMono {S w v : ℝ} (hS : 0 < S) (hw : 0 < w) (hv : 0 < v) (lam : ℝ) :
    StrictMono fun y => rate S w v lam (lam + y) / rate S w v lam (lam - y) := by
  intro y y' h
  simp only [ratio_eq]
  rw [div_lt_div_iff₀ (enhancement_pos hS.le hv w _) (enhancement_pos hS.le hv w _)]
  exact mul_lt_mul'' (enhancement_strictMono hS hw hv h)
    (enhancement_strictMono hS hw hv (neg_lt_neg h))
    (enhancement_pos hS.le hv w _).le (enhancement_pos hS.le hv w _).le

/-- For `S, w, y ≥ 0` and `v > 0`, each number `n` of quanta gives a lower bound on the ratio
of the inverted-side to the normal-side rate, with exponent linear in `y` of slope `n w / v`. -/
theorem ratio_lower_bound {S w v y : ℝ} (hS : 0 ≤ S) (hw : 0 ≤ w) (hv : 0 < v)
    (hy : 0 ≤ y) (lam : ℝ) (n : ℕ) :
    weight S n * exp ((2 * n * w * y - (n * w) ^ 2) / (2 * v)) ≤
      rate S w v lam (lam + y) / rate S w v lam (lam - y) := by
  have hsum : ∑' m, weight S m = 1 := by
    have h : ∑' m : ℕ, S ^ m / (m.factorial : ℝ) = exp S := by
      rw [Real.exp_eq_exp_ℝ, NormedSpace.exp_eq_tsum_div]
    unfold weight
    rw [tsum_mul_left, h, ← Real.exp_add, neg_add_cancel, Real.exp_zero]
  -- on the normal side the mode can only reduce the Gaussian
  have hden : enhancement S w v (-y) ≤ 1 := by
    rw [← hsum]
    refine Summable.tsum_le_tsum (fun m => ?_) (summable_enhancement hS hv w (-y))
      (summable_weight S)
    refine mul_le_of_le_one_right (weight_nonneg hS m) (Real.exp_le_one_iff.2
      (div_nonpos_of_nonpos_of_nonneg ?_ (by positivity)))
    have h1 : 0 ≤ 2 * (m : ℝ) * w * y := by positivity
    nlinarith [sq_nonneg ((m : ℝ) * w)]
  -- on the inverted side a single channel bounds the sum from below
  have hnum := (summable_enhancement hS hv w y).le_tsum n
    (fun m _ => mul_nonneg (weight_nonneg hS m) (Real.exp_pos _).le)
  rw [ratio_eq, le_div_iff₀ (enhancement_pos hS hv w _)]
  exact (mul_le_of_le_one_right
    (mul_nonneg (weight_nonneg hS n) (Real.exp_pos _).le) hden).trans hnum

/-- For `S, w ≥ 0` and `v > 0`, the rate increases strictly with the driving force up to
`lam`. -/
theorem rate_strictMonoOn {S w v : ℝ} (hS : 0 ≤ S) (hw : 0 ≤ w) (hv : 0 < v) (lam : ℝ) :
    StrictMonoOn (rate S w v lam) (Set.Iic lam) := by
  intro z _ z' hz' h
  have hz : z' ≤ lam := hz'
  have key : ∀ n : ℕ, exp (-(z - lam - n * w) ^ 2 / (2 * v)) <
      exp (-(z' - lam - n * w) ^ 2 / (2 * v)) := by
    intro n
    have hn : 0 ≤ (n : ℝ) * w := by positivity
    have hp : 0 < (z' - z) * ((lam + n * w - z') + (lam + n * w - z)) :=
      mul_pos (by linarith) (by linarith)
    exact Real.exp_lt_exp.2 (div_lt_div_of_pos_right (by nlinarith) (by positivity))
  exact Summable.tsum_lt_tsum (i := 0)
    (fun n => mul_le_mul_of_nonneg_left (key n).le (weight_nonneg hS n))
    (mul_lt_mul_of_pos_left (key 0) (weight_zero_pos S))
    (summable_rate hS hv w lam z) (summable_rate hS hv w lam z')

/-- Without vibronic coupling, `S = 0`, the rate profile is symmetric about `lam`. -/
theorem symmetric_of_uncoupled (w v lam y : ℝ) :
    rate 0 w v lam (lam + y) = rate 0 w v lam (lam - y) := by
  unfold rate
  refine tsum_congr fun n => ?_
  cases n with
  | zero =>
    congr 2
    push_cast
    ring
  | succ m => simp [weight]

end

end InvertedRegionAsymmetry
```

```lean
#print axioms InvertedRegionAsymmetry.rate_eq_gaussian_mul
#print axioms InvertedRegionAsymmetry.ratio_strictMono
#print axioms InvertedRegionAsymmetry.rate_strictMonoOn
#print axioms InvertedRegionAsymmetry.symmetric_of_uncoupled
```

```
'InvertedRegionAsymmetry.rate_eq_gaussian_mul' depends on axioms: [propext, Classical.choice, Quot.sound]
'InvertedRegionAsymmetry.ratio_strictMono' depends on axioms: [propext, Classical.choice, Quot.sound]
'InvertedRegionAsymmetry.rate_strictMonoOn' depends on axioms: [propext, Classical.choice, Quot.sound]
'InvertedRegionAsymmetry.symmetric_of_uncoupled' depends on axioms: [propext, Classical.choice, Quot.sound]
```

### From single channels to the full sums

The lemma `term_factor` is the expansion of the square for one channel: `ring` checks the identity between the exponents, and `Real.exp_add` turns the sum in the exponent into a product. The theorem `rate_eq_gaussian_mul` applies it under the sum, after `tsum_mul_left` has moved the common Gaussian inside.

Convergence follows the argument above. `summable_weight` comes from the exponential series, and `summable_rate` compares each term with its weight. `summable_enhancement` takes the convergent series for K at λ = 0, rewrites it with `term_factor` and cancels the non-zero Gaussian. The lemmas `weight_nonneg` and `weight_zero_pos` supply the signs, and `enhancement_pos` obtains G > 0 from the zero-quantum channel.

For `enhancement_strictMono`, the lemma `Summable.tsum_lt_tsum` asks for the convergence of both series, which `summable_enhancement` supplies, and for two comparisons: that no term decreases, and that one named term strictly increases. The choice `i := 1` names the one-quantum channel. In both cases `gcongr` reduces the comparison of exponents to the comparison of y with y′.

The proof of `normal_lt_inverted` writes λ − y as λ + (−y) and factorises both rates. The rewrite `neg_sq` makes the two Gaussians identical, and what remains is G(−y) < G(y), multiplied by a positive number.

In `ratio_strictMono`, clearing the positive denominators turns the claim for y < y′ into

G(y) G(−y′) < G(y′) G(−y),

which is the product of two instances of the monotonicity of G.

The proof of `ratio_lower_bound` has three intermediate facts: `hsum` is the normalisation Σₙ pₙ = 1, `hden` is G(−y) ≤ 1, and `hnum` says that one term of G(y) is at most the whole sum. The last lines combine them after multiplying through by G(−y).

For `rate_strictMonoOn`, the fact `key` compares the Gaussians channel by channel. Its ingredient `hp` is the difference of the squared distances to the centre λ + nw, written as a product of two positive factors:

(z′ − z) · ((λ + nw − z′) + (λ + nw − z)) > 0.

Summation then works as it did for G, with the zero-quantum channel giving strictness, since its weight is positive even at S = 0.

The proof of `symmetric_of_uncoupled` treats n = 0 and n ≥ 1 separately. In the first case the two squares agree, and in the second the weight contains a positive power of zero and vanishes.
